# Recursion coefficients of a rectangular band: orthogonality, norms and the limit W/4

A recursion-method calculation of a local density of states turns a one-electron Hamiltonian into a chain of sites, and it has to stop after finitely many of them. The missing part of the chain is often replaced by a uniform one with a single constant hopping. If the local density of states is constant across a band of full width \(W\), centred at zero energy, and zero outside it, the exact hoppings are known in closed form and tend to \(W/4\), which fixes that constant.

## Closed-form hoppings and their limit

Let \(W>0\) and let the local density of states of the first site be \(1/W\) on \([-W/2,W/2]\) and zero elsewhere. Write the average of a polynomial \(f\) in the energy \(E\) as

\[
\langle f\rangle=\frac1W\int_{-W/2}^{W/2} f(E)\,dE .
\]

Define \(p_0=1\), \(p_1=E\) and, for \(n\ge1\),

\[
p_{n+1}=E\,p_n-b_n^2\,p_{n-1},\qquad b_n^2=\frac{W^2n^2}{4(4n^2-1)},\quad b_n\ge0 .
\]

Then

\[
\langle p_mp_n\rangle=\begin{cases}b_1^2\cdots b_n^2,&m=n,\\0,&m\ne n,\end{cases}
\qquad b_n\to\frac W4 ,
\]

where the product is 1 for \(n=0\). The approach to the limit is explicit:

\[
b_n^2-\frac{W^2}{16}=\frac{W^2}{16(4n^2-1)} .
\]

The \(p_n\) have leading coefficient 1, so they are rescaled Legendre polynomials in \(2E/W\), not the textbook ones that equal 1 at the upper edge. The normalised polynomials are \(p_n/(b_1\cdots b_n)\). In that basis, multiplication by \(E\) is a tridiagonal matrix with zero diagonal and off-diagonal elements \(b_1,b_2,\dots\), which are the hoppings of the chain.

## Ending the chain with a constant hopping

Suppose the code keeps \(b_1,\dots,b_N\) with \(N\ge1\) and sets every later hopping to \(W/4\). At complex energy \(z\), the uniform tail contributes a term \(S(z)\) that reproduces itself when one more site is added:

\[
S=\frac{W^2/16}{z-S},\qquad S(z)=\frac{z-\sqrt{z^2-W^2/4}}{2},
\]

with the branch of the root chosen so that \(S\to0\) at large \(|z|\). The code starts from \(D_N=z-S(z)\), works back through \(D_{n-1}=z-b_n^2/D_n\) for \(n=N,\dots,1\), and takes \(1/D_0\) as the Green function of the first site. Its imaginary part just above the real axis, divided by \(-\pi\), is the local density of states.

For \(W=8\) eV, the first three hoppings are about 2.309, 2.066 and 2.028 eV, and the limit is 2 eV. With \(N=9\), the first replaced squared hopping exceeds \(W^2/16\) by one part in 399.

## From ladder relations to orthogonality

A prime denotes the derivative with respect to \(E\). Two relations hold for every \(n\ge0\):

\[
(E^2-\tfrac{W^2}{4})p_n'=(2n+1)p_{n+1}-(n+1)E\,p_n, \tag{A}
\]
\[
(2n+1)p_{n+1}'=(n+1)E\,p_n'+(n+1)^2p_n. \tag{B}
\]

For \(n=0\) they read \(0=E-E\) and \(1=1\). Assume both at \(n\). Since \(4(n+1)^2-1=(2n+1)(2n+3)\), the definition of the coefficient gives

\[
(2n+1)(2n+3)\,b_{n+1}^2=\tfrac{W^2}{4}(n+1)^2 .
\]

Multiply (B) by \(E^2-W^2/4\) and insert (A):

\[
(2n+1)(E^2-\tfrac{W^2}{4})p_{n+1}'=(n+1)(2n+1)E\,p_{n+1}-\tfrac{W^2}{4}(n+1)^2p_n .
\]

By the recursion, the last term is \(-(2n+1)(2n+3)(E\,p_{n+1}-p_{n+2})\). Dividing by \(2n+1\) gives (A) at \(n+1\).

For (B) at \(n+1\), differentiate the recursion and multiply by \((2n+1)(2n+3)\):

\[
(2n+1)(2n+3)p_{n+2}'=(2n+1)(2n+3)(p_{n+1}+E\,p_{n+1}')-\tfrac{W^2}{4}(n+1)^2p_n' .
\]

Relations (A) and (B) turn the last term into \((2n+1)\left[(n+1)^2p_{n+1}-(n+1)E\,p_{n+1}'\right]\). Dividing by \(2n+1\) and collecting terms leaves

\[
(2n+3)p_{n+2}'=(n+2)E\,p_{n+1}'+(n+2)^2p_{n+1}.
\]

Now differentiate (A) and use (B):

\[
\left[(E^2-\tfrac{W^2}{4})p_n'\right]'=(n+1)^2p_n-(n+1)p_n=n(n+1)p_n .
\]

This is the Legendre equation on the band. For two indices, set

\[
F=(E^2-\tfrac{W^2}{4})(p_m'p_n-p_n'p_m),\qquad F'=(m-n)(m+n+1)\,p_mp_n .
\]

\(F\) vanishes at both band edges, so the integral of \(F'\) is zero. For \(m\ne n\) the prefactor is nonzero, and \(\langle p_mp_n\rangle=0\).

For the norms with \(n\ge1\), multiply the recursion for \(p_{n+1}\) by \(p_{n+1}\) and the one for \(p_{n+2}\) by \(p_n\), then subtract:

\[
p_{n+1}^2+b_n^2p_{n+1}p_{n-1}=p_{n+2}p_n+b_{n+1}^2p_n^2 .
\]

The mixed products average to zero, which leaves \(\langle p_{n+1}^2\rangle=b_{n+1}^2\langle p_n^2\rangle\). For \(n=0\), the same result follows from \(p_1^2=p_2p_0+b_1^2p_0^2\). Starting from \(\langle p_0^2\rangle=1\), repeated use gives the product of squared hoppings.

Finally,

\[
b_n^2-\frac{W^2}{16}=\frac{W^2}{16}\left(\frac{4n^2}{4n^2-1}-1\right)=\frac{W^2}{16(4n^2-1)}\to0,
\]

and continuity of the square root gives \(b_n\to W/4\).

## The Lean source

```lean
import Mathlib

open Polynomial
open scoped Topology

namespace RectangularBand

noncomputable section

/-- The squared recursion coefficient `b_n^2 = W^2 n^2 / (4 (4 n^2 - 1))` of a band of width `W`. -/
def bSq (W : ℝ) (n : ℕ) : ℝ := W ^ 2 * (n : ℝ) ^ 2 / (4 * (4 * (n : ℝ) ^ 2 - 1))

/-- The recursion coefficient `b_n`, the nonnegative square root of `b_n^2`. -/
def b (W : ℝ) (n : ℕ) : ℝ := Real.sqrt (bSq W n)

/-- The polynomials in the energy generated by `p_0 = 1`, `p_1 = E` and
`p_(n+1) = E p_n - b_n^2 p_(n-1)`. -/
def bandPoly (W : ℝ) : ℕ → ℝ[X]
  | 0 => 1
  | 1 => X
  | n + 2 => X * bandPoly W (n + 1) - C (bSq W (n + 1)) * bandPoly W n

/-- The average of a polynomial in the energy over the constant density of states `1/W`
on `[-W/2, W/2]`, for `W > 0`. -/
def bandAverage (W : ℝ) (f : ℝ[X]) : ℝ :=
  (∫ E in (-(W / 2))..(W / 2), f.eval E) / W

/-- The square of the coefficient `b_n` is `W^2 n^2 / (4 (4 n^2 - 1))`. -/
theorem b_sq (W : ℝ) (n : ℕ) : b W n ^ 2 = bSq W n := by
  refine Real.sq_sqrt ?_
  cases n with
  | zero => simp [bSq]
  | succ n =>
    have hn : (0 : ℝ) ≤ n := n.cast_nonneg
    have h : 0 ≤ 4 * ((n + 1 : ℕ) : ℝ) ^ 2 - 1 := by
      push_cast
      nlinarith
    exact div_nonneg (by positivity) (by linarith)

/-- Two ladder relations connect neighbouring polynomials and their energy derivatives. -/
theorem ladder (W : ℝ) (n : ℕ) (x : ℝ) :
    (x ^ 2 - W ^ 2 / 4) * (derivative (bandPoly W n)).eval x =
        (2 * n + 1) * (bandPoly W (n + 1)).eval x - (n + 1) * x * (bandPoly W n).eval x ∧
      (2 * n + 1) * (derivative (bandPoly W (n + 1))).eval x =
        (n + 1) * x * (derivative (bandPoly W n)).eval x
          + (n + 1) ^ 2 * (bandPoly W n).eval x := by
  induction n with
  | zero => constructor <;> simp [bandPoly]
  | succ n ih =>
    obtain ⟨hA, hB⟩ := ih
    have hn : (0 : ℝ) ≤ n := n.cast_nonneg
    have h1 : 2 * (n : ℝ) + 1 ≠ 0 := by positivity
    have hne : 4 * (4 * ((n : ℝ) + 1) ^ 2 - 1) ≠ 0 := by
      have : 0 < 4 * (4 * ((n : ℝ) + 1) ^ 2 - 1) := by nlinarith
      exact this.ne'
    have hb : bSq W (n + 1) =
        W ^ 2 * ((n : ℝ) + 1) ^ 2 / (4 * (4 * ((n : ℝ) + 1) ^ 2 - 1)) := by
      simp only [bSq, Nat.cast_add, Nat.cast_one]
    rw [eq_div_iff hne] at hb
    -- the recursion and its energy derivative
    have hr : bandPoly W (n + 1 + 1) =
        X * bandPoly W (n + 1) - C (bSq W (n + 1)) * bandPoly W n := rfl
    have r := congrArg (fun q => q.eval x) hr
    have d := congrArg (fun q => (derivative q).eval x) hr
    simp only [eval_sub, eval_mul, eval_X, eval_C] at r
    simp only [derivative_sub, derivative_mul, derivative_X, derivative_C, eval_sub, eval_add,
      eval_mul, eval_X, eval_C, eval_one, eval_zero] at d
    simp only [Nat.cast_add, Nat.cast_one]
    constructor
    · apply mul_left_cancel₀ h1
      linear_combination (x ^ 2 - W ^ 2 / 4) * hB + (n + 1) * x * hA
        - (2 * n + 1) * (2 * n + 3) * r + (bandPoly W n).eval x / 4 * hb
    · apply mul_left_cancel₀ h1
      linear_combination (2 * n + 1) * (2 * n + 3) * d + (n + 1) * x * hB
        + (n + 1) ^ 2 * hA - (derivative (bandPoly W n)).eval x / 4 * hb

/-- Each `p_n` obeys the Legendre equation `((E^2 - W^2/4) p_n')' = n (n + 1) p_n`. -/
theorem legendre_equation (W : ℝ) (n : ℕ) (x : ℝ) :
    HasDerivAt (fun E => (E ^ 2 - W ^ 2 / 4) * (derivative (bandPoly W n)).eval E)
      (n * (n + 1) * (bandPoly W n).eval x) x := by
  have hf : (fun E => (E ^ 2 - W ^ 2 / 4) * (derivative (bandPoly W n)).eval E) =
      fun E => (2 * (n : ℝ) + 1) * (bandPoly W (n + 1)).eval E
        - ((n : ℝ) + 1) * (E * (bandPoly W n).eval E) := by
    funext E
    linear_combination (ladder W n E).1
  rw [hf]
  have h := (((bandPoly W (n + 1)).hasDerivAt x).const_mul (2 * (n : ℝ) + 1)).fun_sub
    (((hasDerivAt_id' x).fun_mul ((bandPoly W n).hasDerivAt x)).const_mul ((n : ℝ) + 1))
  exact h.congr_deriv (by linear_combination (ladder W n x).2)

/-- Polynomials of different index are orthogonal under the uniform density on the band. -/
theorem orthogonal (W : ℝ) {m n : ℕ} (hmn : m ≠ n) :
    bandAverage W (bandPoly W m * bandPoly W n) = 0 := by
  -- the Wronskian-type combination has the product of the polynomials as its derivative
  have hF : ∀ x, HasDerivAt
      (fun E => (E ^ 2 - W ^ 2 / 4) * (derivative (bandPoly W m)).eval E * (bandPoly W n).eval E
        - (E ^ 2 - W ^ 2 / 4) * (derivative (bandPoly W n)).eval E * (bandPoly W m).eval E)
      (((m : ℝ) * (m + 1) - n * (n + 1)) * (bandPoly W m * bandPoly W n).eval x) x := by
    intro x
    have h := ((legendre_equation W m x).fun_mul ((bandPoly W n).hasDerivAt x)).fun_sub
      ((legendre_equation W n x).fun_mul ((bandPoly W m).hasDerivAt x))
    exact h.congr_deriv (by rw [eval_mul]; ring)
  have hI := intervalIntegral.integral_eq_sub_of_hasDerivAt (a := -(W / 2)) (b := W / 2)
    (fun x _ => hF x)
    ((continuous_const.mul (bandPoly W m * bandPoly W n).continuous).intervalIntegrable _ _)
  -- it vanishes at both band edges
  have e1 : (W / 2) ^ 2 - W ^ 2 / 4 = 0 := by ring
  have e2 : (-(W / 2)) ^ 2 - W ^ 2 / 4 = 0 := by ring
  rw [intervalIntegral.integral_const_mul] at hI
  simp only [e1, e2, zero_mul, sub_self] at hI
  have hne : (m : ℝ) - n ≠ 0 := sub_ne_zero.mpr (by exact_mod_cast hmn)
  have hpos : (m : ℝ) + n + 1 ≠ 0 := by positivity
  have hc : (m : ℝ) * (m + 1) - n * (n + 1) ≠ 0 := fun h =>
    mul_ne_zero hne hpos (by linear_combination h)
  rw [bandAverage, (mul_eq_zero.mp hI).resolve_left hc, zero_div]

/-- The band average is linear. -/
theorem bandAverage_linear (W c : ℝ) (f g : ℝ[X]) :
    bandAverage W (f + C c * g) = bandAverage W f + c * bandAverage W g := by
  have h1 : IntervalIntegrable (fun E => f.eval E) MeasureTheory.volume (-(W / 2)) (W / 2) :=
    f.continuous.intervalIntegrable _ _
  have h2 : IntervalIntegrable (fun E => c * g.eval E) MeasureTheory.volume
      (-(W / 2)) (W / 2) := (continuous_const.mul g.continuous).intervalIntegrable _ _
  simp only [bandAverage, eval_add, eval_mul, eval_C]
  rw [intervalIntegral.integral_add h1 h2, intervalIntegral.integral_const_mul]
  ring

/-- The mean square of `p_(n+1)` over the band is `b_(n+1)^2` times that of `p_n`. -/
theorem norm_step (W : ℝ) (n : ℕ) :
    bandAverage W (bandPoly W (n + 1) * bandPoly W (n + 1)) =
      bSq W (n + 1) * bandAverage W (bandPoly W n * bandPoly W n) := by
  cases n with
  | zero =>
    have r : bandPoly W 2 = X * bandPoly W 1 - C (bSq W 1) * bandPoly W 0 := rfl
    have r1 : bandPoly W 1 = X := rfl
    have r0 : bandPoly W 0 = 1 := rfl
    have h : bandPoly W 1 * bandPoly W 1 =
        bandPoly W 2 * bandPoly W 0 + C (bSq W 1) * (bandPoly W 0 * bandPoly W 0) := by
      rw [r, r1, r0]
      ring
    have e := congrArg (bandAverage W) h
    rw [bandAverage_linear, orthogonal W (by norm_num : (2 : ℕ) ≠ 0), zero_add] at e
    exact e
  | succ n =>
    have r1 : bandPoly W (n + 2) =
        X * bandPoly W (n + 1) - C (bSq W (n + 1)) * bandPoly W n := rfl
    have r2 : bandPoly W (n + 3) =
        X * bandPoly W (n + 2) - C (bSq W (n + 2)) * bandPoly W (n + 1) := rfl
    have h : bandPoly W (n + 2) * bandPoly W (n + 2)
          + C (bSq W (n + 1)) * (bandPoly W (n + 2) * bandPoly W n) =
        bandPoly W (n + 3) * bandPoly W (n + 1)
          + C (bSq W (n + 2)) * (bandPoly W (n + 1) * bandPoly W (n + 1)) := by
      linear_combination bandPoly W (n + 2) * r1 - bandPoly W (n + 1) * r2
    have e := congrArg (bandAverage W) h
    rw [bandAverage_linear, bandAverage_linear, orthogonal W (by omega : n + 2 ≠ n),
      orthogonal W (by omega : n + 3 ≠ n + 1), mul_zero, add_zero, zero_add] at e
    exact e

/-- For `W > 0` the average of `p_m p_n` over the rectangular band is zero if `m ≠ n`, and
is the product `b_1^2 ⋯ b_n^2` if `m = n`. -/
theorem rectangular_band_orthogonality {W : ℝ} (hW : 0 < W) (m n : ℕ) :
    bandAverage W (bandPoly W m * bandPoly W n) =
      if m = n then ∏ k ∈ Finset.range n, b W (k + 1) ^ 2 else 0 := by
  split_ifs with h
  · subst h
    induction m with
    | zero =>
      have h1 : ∫ E in (-(W / 2))..(W / 2), (bandPoly W 0 * bandPoly W 0).eval E = W := by
        simp [bandPoly]
      rw [bandAverage, h1, div_self hW.ne', Finset.prod_range_zero]
    | succ m ih => rw [norm_step, ih, Finset.prod_range_succ, b_sq, mul_comm]
  · exact orthogonal W h

/-- The squared coefficient differs from `W^2/16` by exactly `W^2 / (16 (4 n^2 - 1))`. -/
theorem bSq_deviation (W : ℝ) (n : ℕ) :
    bSq W n = W ^ 2 / 16 + W ^ 2 / (16 * (4 * (n : ℝ) ^ 2 - 1)) := by
  have hne : 4 * (n : ℝ) ^ 2 - 1 ≠ 0 := by
    intro h
    have h' : 4 * n ^ 2 = 1 := by
      exact_mod_cast (by linarith : (4 : ℝ) * (n : ℝ) ^ 2 = 1)
    omega
  have h4 : 4 * (4 * (n : ℝ) ^ 2 - 1) ≠ 0 := mul_ne_zero (by norm_num) hne
  have h16 : 16 * (4 * (n : ℝ) ^ 2 - 1) ≠ 0 := mul_ne_zero (by norm_num) hne
  rw [bSq, div_add_div _ _ (by norm_num) h16, div_eq_div_iff h4 (mul_ne_zero (by norm_num) h16)]
  ring

/-- For `W > 0` the recursion coefficients `b_n` tend to a quarter of the band width. -/
theorem b_tendsto {W : ℝ} (hW : 0 < W) :
    Filter.Tendsto (b W) Filter.atTop (𝓝 (W / 4)) := by
  have hden : Filter.Tendsto (fun n : ℕ => 16 * (4 * (n : ℝ) ^ 2 - 1))
      Filter.atTop Filter.atTop := by
    refine Filter.tendsto_atTop_mono (fun n => ?_)
      (Filter.tendsto_atTop_add_const_right _ (-16 : ℝ) tendsto_natCast_atTop_atTop)
    have h : (n : ℝ) ≤ (n : ℝ) ^ 2 := by exact_mod_cast Nat.le_self_pow two_ne_zero n
    nlinarith [sq_nonneg (n : ℝ)]
  -- the deviation from the limit dies out
  have h := (tendsto_const_nhds (x := W ^ 2)).div_atTop hden |>.const_add (W ^ 2 / 16)
  rw [show W ^ 2 / 16 + 0 = (W / 4) ^ 2 by ring] at h
  have h2 := (h.congr (fun n => (bSq_deviation W n).symm)).sqrt
  rw [Real.sqrt_sq (by positivity)] at h2
  exact h2

end

end RectangularBand
```

```lean
#print axioms RectangularBand.rectangular_band_orthogonality
#print axioms RectangularBand.b_tendsto
```

```
'RectangularBand.rectangular_band_orthogonality' depends on axioms: [propext, Classical.choice, Quot.sound]
'RectangularBand.b_tendsto' depends on axioms: [propext, Classical.choice, Quot.sound]
```

## What the definitions and theorems say

`bandPoly W n` is \(p_n\), a real polynomial whose variable `X` is the energy; `C` turns a number into a constant polynomial. `bSq W n` is \(b_n^2\), and `b W n` is its nonnegative square root. `b_sq` confirms that squaring the root returns the stated coefficient. `bandAverage W f` is the integral over the band divided by the full width \(W\), not the half-width.

`rectangular_band_orthogonality` says that, for positive \(W\) and any two indices, the average of the product is zero if they differ and the product of squared hoppings if they agree. `Finset.range n` runs from 0 to \(n-1\), so the factors `b W (k + 1) ^ 2` are \(b_1^2,\dots,b_n^2\). `b_tendsto` states the limit \(W/4\), and `bSq_deviation` gives the exact difference at each \(n\).

## How Lean carries out the algebra

`ladder` proves (A) and (B) together by induction. In its successor step, `r` is the recursion evaluated at a point, `d` is its derivative and `hb` is the coefficient identity with the denominator cleared. The two `linear_combination` calls add these to the induction hypotheses with the multipliers used above, after `mul_left_cancel₀` has reduced each goal to one multiplied by \(2n+1\).

`legendre_equation` rewrites the left side of (A) as its right side and differentiates that. `orthogonal` builds \(F\), applies the fundamental theorem of calculus and evaluates both edges through `e1` and `e2`. `norm_step` averages the product identity using `bandAverage_linear`, with \(n=0\) as a separate case. The main theorem then multiplies up the norms by induction. `b_tendsto` shows that the denominator of the deviation grows without bound and takes the square root of the limit.

## A flat, centred band and real Hamiltonians

The constant density is a postulate. It stands for a band whose structure is ignored, such as a featureless bath of non-interacting electrons. The step left to the user is to justify that the local density of states of the actual system has this form; with gaps or van Hove singularities, the coefficients are different. A flat band centred at \(E_0\) is treated by measuring energies from \(E_0\), which keeps the diagonal of the chain at zero; on the original energy scale, every diagonal element is \(E_0\).

The checked statements concern polynomials, their averages and the sequence \(b_n\), while the Hamiltonian, the continued fraction and the uniform tail belong to the surrounding calculation. In particular, the deviation formula measures the change in a squared hopping, not the resulting error in the density of states. Rounding in a floating-point recursion is a separate matter too, since the checked statements are about exact real numbers.
